# A common Fermi level uniquely minimises the free energy of finitely many fixed, independent levels at given mean electron number

When fragments of a molecule or material exchange electrons at one temperature, which occupations of their levels have the lowest free energy? The answer depends on what is held fixed, and here it is the mean total electron number: the Fermi-Dirac occupations compete only with occupations that contain equally many electrons on average. The level energies are fixed too. In a self-consistent calculation they respond to the occupations, and that step from the model to a real system is left open.

## Levels, occupations and free energy

```lean
import Mathlib

open Finset

namespace CommonFermiLevel

noncomputable section

variable {ι : Type*} [Fintype ι]
```

The type `ι` is the finite set of levels, all fragments together. A function `ι → ℝ` assigns a real number to each level.

```lean
/-- Fermi-Dirac occupation of a level `ε` at inverse temperature `β` and Fermi level `μ`. -/
def fermi (β μ ε : ℝ) : ℝ := 1 / (1 + Real.exp (β * (ε - μ)))
```

This is f = 1/(1 + exp(β(ε − μ))), with β = 1/(k_B T). The name `fermi` denotes an occupation, not an energy. The Fermi level is μ, which many texts call the chemical potential at finite temperature.

```lean
/-- The mixing term `x log x + (1 - x) log (1 - x)` of an occupation `x` in `[0,1]`,
with `0 log 0 = 0`. -/
def mixing (x : ℝ) : ℝ := x * Real.log x + (1 - x) * Real.log (1 - x)
```

Write M(x) for `mixing x`. The entropy of a level with occupation x is −k_B M(x). At x = 0 or 1 the product with zero gives the usual 0 log 0 = 0.

```lean
/-- Free energy of the occupations `g` on levels `e` with weights `w`, for `β ≠ 0`. -/
def freeEnergy (β : ℝ) (w e g : ι → ℝ) : ℝ :=
  ∑ i, w i * (e i * g i + mixing (g i) / β)
```

This is energy minus temperature times entropy:

F(g) = Σ_i w_i (e_i g_i + M(g_i)/β)

The weight w_i may be a spin degeneracy, a k-point weight or the share of an orbital assigned to a fragment.

```lean
/-- Occupations between 0 and 1 whose weighted particle number is `N`. -/
def admissible (w : ι → ℝ) (N : ℝ) : Set (ι → ℝ) :=
  {g | (∀ i, 0 ≤ g i ∧ g i ≤ 1) ∧ ∑ i, w i * g i = N}
```

The competitors are the occupations g with 0 ≤ g_i ≤ 1 and Σ_i w_i g_i = N. This N is a mean: F adds up the entropies of the levels, which treats them as independently occupied, so the actual number fluctuates. A system with exactly N electrons is different. One electron in thermal equilibrium on two single-state levels a gap Δ apart occupies the upper and lower level in the ratio exp(−βΔ), whereas Fermi-Dirac occupations with sum 1 have the ratio exp(−βΔ/2).

```lean
/-- The Fermi level read off from one level `ε` with occupation `x`,
for `0 < x < 1` and `β ≠ 0`. -/
def localLevel (β ε x : ℝ) : ℝ := ε + (Real.log x - Real.log (1 - x)) / β
```

Solving the Fermi-Dirac formula for μ gives the Fermi level that a single occupation x implies:

λ = ε + (log x − log(1 − x))/β

```lean
/-- Relative entropy of an occupation `x` in `[0,1]` with respect to a reference
occupation `p`, for `0 < p < 1`. -/
def relEntropy (x p : ℝ) : ℝ :=
  mixing x - x * Real.log p - (1 - x) * Real.log (1 - p)
```

Write D(x,p) for this quantity. For x strictly between 0 and 1 it is x log(x/p) + (1 − x) log((1 − x)/(1 − p)), which measures how far x is from the reference occupation p.

## Reading a Fermi level off an occupation

```lean
/-- A Fermi-Dirac occupation lies strictly between 0 and 1. -/
theorem fermi_mem (β μ ε : ℝ) : 0 < fermi β μ ε ∧ fermi β μ ε < 1 := by
  have hE := Real.exp_pos (β * (ε - μ))
  unfold fermi
  constructor
  · positivity
  · rw [div_lt_one (by positivity)]
    linarith
```

A `theorem` states its claim after the colon and proves it after `:=`. Here 0 < f < 1, because the exponential is positive and the denominator exceeds 1.

```lean
/-- For `β > 0`, the Fermi level read off from a Fermi-Dirac occupation is its `μ`. -/
theorem localLevel_fermi {β : ℝ} (hβ : 0 < β) (μ ε : ℝ) :
    localLevel β ε (fermi β μ ε) = μ := by
  have hE := Real.exp_pos (β * (ε - μ))
  -- the hole occupation is `exp (β * (ε - μ))` times the particle occupation
  have h1 : 1 - fermi β μ ε = Real.exp (β * (ε - μ)) * fermi β μ ε := by
    have h : (1 + Real.exp (β * (ε - μ))) * fermi β μ ε = 1 :=
      mul_one_div_cancel (by positivity)
    linear_combination -h
  have h2 : Real.log (fermi β μ ε) - (β * (ε - μ) + Real.log (fermi β μ ε))
      = β * (μ - ε) := by ring
  unfold localLevel
  rw [h1, Real.log_mul hE.ne' (fermi_mem β μ ε).1.ne', Real.log_exp, h2,
    mul_div_cancel_left₀ _ hβ.ne']
  ring
```

The hypothesis `hβ` says β > 0. With E = exp(β(ε − μ)), the hole occupation is 1 − f = E f, which is `h1` in the proof. Taking logarithms,

log f − log(1 − f) = −β(ε − μ)

so λ = ε − (ε − μ) = μ.

```lean
/-- For `β > 0`, an occupation strictly between 0 and 1 is the Fermi-Dirac occupation
at its own local Fermi level. -/
theorem fermi_localLevel {β x : ℝ} (hβ : 0 < β) (ε : ℝ) (h0 : 0 < x) (h1 : x < 1) :
    fermi β (localLevel β ε x) ε = x := by
  have hx : β * (ε - localLevel β ε x) = Real.log (1 - x) - Real.log x := by
    have h : β * ((Real.log x - Real.log (1 - x)) / β)
        = Real.log x - Real.log (1 - x) := mul_div_cancel₀ _ hβ.ne'
    unfold localLevel
    linear_combination -h
  have hs : 1 + (1 - x) / x = 1 / x := by
    rw [sub_div, div_self h0.ne']
    ring
  unfold fermi
  rw [hx, Real.exp_sub, Real.exp_log (sub_pos.2 h1), Real.exp_log h0, hs, one_div_one_div]
```

Conversely, β(ε − λ) = log((1 − x)/x), and the Fermi-Dirac formula returns 1/(1 + (1 − x)/x) = x. A fractional occupation and its local level therefore carry the same information.

## The free-energy excess is a relative entropy

```lean
/-- The relative entropy of two different occupations, `x` in `[0,1]` and `p` strictly
between 0 and 1, is positive. -/
theorem relEntropy_pos {x p : ℝ} (hx : 0 ≤ x ∧ x ≤ 1) (hp : 0 < p ∧ p < 1)
    (hne : x ≠ p) : 0 < relEntropy x p := by
  -- the tangent inequality for the logarithm, used for particles and for holes
  have key : ∀ a b : ℝ, 0 ≤ a → 0 < b → a ≠ b →
      a - b < a * Real.log a - a * Real.log b := by
    intro a b ha hb hab
    rcases ha.eq_or_lt with h | h
    · subst h
      simpa using hb
    · have hl := Real.log_lt_sub_one_of_pos (div_pos hb h)
        (fun hh => hab ((div_eq_one_iff_eq h.ne').1 hh).symm)
      rw [Real.log_div hb.ne' h.ne'] at hl
      have hm := mul_lt_mul_of_pos_left hl h
      have hc : a * (b / a) = b := mul_div_cancel₀ _ h.ne'
      linarith [mul_sub a (Real.log b) (Real.log a), mul_sub a (b / a) 1]
  have h1 := key x p hx.1 hp.1 hne
  have h2 := key (1 - x) (1 - p) (by linarith [hx.2]) (by linarith [hp.2])
    (fun h => hne (by linarith))
  unfold relEntropy mixing
  linarith
```

For u > 0 and u ≠ 1, log u < u − 1. Setting u = b/a and multiplying by a > 0 gives the inequality called `key`:

a − b < a log a − a log b

For a = 0 it reads −b < 0. Use it once for particles, (a,b) = (x,p), and once for holes, (a,b) = (1 − x, 1 − p). The left sides add to zero and the right sides add to D(x,p), so D(x,p) > 0 whenever x ≠ p.

```lean
/-- For `β > 0` and equal weighted particle number, the free energy of `g` exceeds that of
the Fermi-Dirac occupations by the weighted relative entropy divided by `β`. -/
theorem freeEnergy_gap {β : ℝ} (hβ : 0 < β) (μ : ℝ) (w e g : ι → ℝ)
    (hN : ∑ i, w i * g i = ∑ i, w i * fermi β μ (e i)) :
    freeEnergy β w e g - freeEnergy β w e (fun i => fermi β μ (e i))
      = ∑ i, w i * (relEntropy (g i) (fermi β μ (e i)) / β) := by
  have h : freeEnergy β w e g - freeEnergy β w e (fun i => fermi β μ (e i))
      = ∑ i, w i * (relEntropy (g i) (fermi β μ (e i)) / β)
        + μ * (∑ i, w i * g i - ∑ i, w i * fermi β μ (e i)) := by
    unfold freeEnergy
    rw [← sum_sub_distrib, ← sum_sub_distrib, mul_sum, ← sum_add_distrib]
    refine sum_congr rfl fun i _ => ?_
    have hL := localLevel_fermi hβ μ (e i)
    unfold localLevel at hL
    unfold relEntropy mixing
    linear_combination w i * (g i - fermi β μ (e i)) * hL
  rw [h, hN, sub_self, mul_zero, add_zero]
```

Let f_i be the Fermi-Dirac occupations. By the local-level formula, e_i = μ − (log f_i − log(1 − f_i))/β. Also

M(f_i) + (g_i − f_i)(log f_i − log(1 − f_i)) = g_i log f_i + (1 − g_i) log(1 − f_i)

Inserting both into the difference of free energies gives

F(g) − F(f) = Σ_i w_i D(g_i,f_i)/β + μ (Σ_i w_i g_i − Σ_i w_i f_i)

The last bracket vanishes by `hN`, the equality of particle numbers. In the proof, `linear_combination` inserts the local-level formula level by level, and the final `rw` removes the bracket.

```lean
/-- For `β > 0` and positive weights, the Fermi-Dirac occupations with one common `μ` are
the unique minimiser of the free energy among occupations in `[0,1]` with the same
weighted particle number. -/
theorem common_level_unique_minimiser {β : ℝ} (hβ : 0 < β) (μ : ℝ) (w e : ι → ℝ)
    (hw : ∀ i, 0 < w i) :
    (fun i => fermi β μ (e i)) ∈ admissible w (∑ i, w i * fermi β μ (e i)) ∧
    ∀ g ∈ admissible w (∑ i, w i * fermi β μ (e i)), g ≠ (fun i => fermi β μ (e i)) →
      freeEnergy β w e (fun i => fermi β μ (e i)) < freeEnergy β w e g := by
  refine ⟨⟨fun i => ⟨(fermi_mem β μ (e i)).1.le, (fermi_mem β μ (e i)).2.le⟩, rfl⟩, ?_⟩
  rintro g ⟨hg, hN⟩ hne
  obtain ⟨j, hj⟩ := Function.ne_iff.1 hne
  have hpos : ∀ i, g i ≠ fermi β μ (e i) →
      0 < w i * (relEntropy (g i) (fermi β μ (e i)) / β) := fun i hi =>
    mul_pos (hw i) (div_pos (relEntropy_pos (hg i) (fermi_mem β μ (e i)) hi) hβ)
  rw [← sub_pos, freeEnergy_gap hβ μ w e g hN]
  refine sum_pos' (fun i _ => ?_) ⟨j, mem_univ j, hpos j hj⟩
  by_cases hi : g i = fermi β μ (e i)
  · rw [hi]
    apply le_of_eq
    unfold relEntropy mixing
    ring
  · exact (hpos i hi).le
```

The first half of the statement says that f itself is admissible. The second says that every other admissible g has strictly higher free energy. If g ≠ f, they differ at some level j, where the term w_j D(g_j,f_j)/β is positive; all other terms are positive or zero. The lemma `sum_pos'` turns this into a positive sum.

## Fragments with separate Fermi levels

```lean
/-- Level `i` belongs to fragment `a i` with Fermi level `ν (a i)`. For `β > 0` and positive
weights, if some level has `ν (a i) ≠ μ`, the free energy lies strictly above that of the
common level `μ` with the same weighted particle number. -/
theorem fragments_above_common_level {κ : Type*} {β : ℝ} (hβ : 0 < β) (μ : ℝ)
    (w e : ι → ℝ) (hw : ∀ i, 0 < w i) (a : ι → κ) (ν : κ → ℝ)
    (hN : ∑ i, w i * fermi β (ν (a i)) (e i) = ∑ i, w i * fermi β μ (e i))
    (hne : ∃ i, ν (a i) ≠ μ) :
    freeEnergy β w e (fun i => fermi β μ (e i))
      < freeEnergy β w e (fun i => fermi β (ν (a i)) (e i)) := by
  obtain ⟨j, hj⟩ := hne
  refine (common_level_unique_minimiser hβ μ w e hw).2 _
    ⟨fun i => ⟨(fermi_mem _ _ _).1.le, (fermi_mem _ _ _).2.le⟩, hN⟩ fun h => hj ?_
  have h' : fermi β (ν (a j)) (e j) = fermi β μ (e j) := congrFun h j
  rw [← localLevel_fermi hβ (ν (a j)) (e j), h', localLevel_fermi hβ]
```

The map `a` assigns each level to a fragment, and `ν` gives each fragment its Fermi level. If some level sits in a fragment with ν ≠ μ, the free energy is strictly higher than in the common-level state. That μ reproduces the total number is the assumption `hN`. The proof applies the previous theorem: were the two sets of occupations equal, their local levels would agree, contradicting ν ≠ μ.

In divide-and-conquer electronic structure, fragment orbitals are filled to one common Fermi level. For fixed orbital energies and positive weights, the theorem compares this filling with one that gives the fragments separate levels at the same total number.

## From a minimum back to a common level

```lean
/-- If occupations strictly between 0 and 1 minimise the free energy at fixed weighted particle
number, then for a transfer `d` that conserves this number the sum of `w i * d i` times the local
level of `i` is zero. -/
theorem transfer_stationary {β : ℝ} (w e g d : ι → ℝ) (hg : ∀ i, 0 < g i ∧ g i < 1)
    (hmin : ∀ h ∈ admissible w (∑ i, w i * g i), freeEnergy β w e g ≤ freeEnergy β w e h)
    (hd : ∑ i, w i * d i = 0) :
    ∑ i, w i * d i * localLevel β (e i) (g i) = 0 := by
  have hline : ∀ k, HasDerivAt (fun t : ℝ => g k + t * d k) (d k) 0 := fun k =>
    (((hasDerivAt_id' (0 : ℝ)).mul_const (d k)).const_add (g k)).congr_deriv (one_mul _)
  have hmix : ∀ x : ℝ, 0 < x ∧ x < 1 →
      HasDerivAt mixing (Real.log x - Real.log (1 - x)) x := by
    intro x hx
    have h1 := Real.hasDerivAt_mul_log hx.1.ne'
    have h2 := (Real.hasDerivAt_mul_log (sub_pos.2 hx.2).ne').comp_of_eq x
      ((hasDerivAt_id' x).const_sub 1) rfl
    exact (h1.add h2).congr_deriv (by ring)
  have hF : HasDerivAt (fun t : ℝ => freeEnergy β w e (fun k => g k + t * d k))
      (∑ i, w i * d i * localLevel β (e i) (g i)) 0 := by
    unfold freeEnergy
    refine HasDerivAt.fun_sum fun k _ => ?_
    have hm := (hmix (g k) (hg k)).comp_of_eq (0 : ℝ) (hline k) (by simp)
    exact ((((hline k).const_mul (e k)).fun_add (hm.div_const β)).const_mul
      (w k)).congr_deriv (by unfold localLevel; ring)
  -- small transfers stay admissible, so the minimum is a local minimum along the line
  have hev : ∀ᶠ t in nhds (0 : ℝ), ∀ k, g k + t * d k ∈ Set.Ioo (0 : ℝ) 1 :=
    Filter.eventually_all.2 fun k => (hline k).continuousAt.preimage_mem_nhds
      (Ioo_mem_nhds (by simpa using (hg k).1) (by simpa using (hg k).2))
  have hloc : IsLocalMin (fun t : ℝ => freeEnergy β w e (fun k => g k + t * d k)) 0 := by
    filter_upwards [hev] with t ht
    have hs : ∑ k, w k * (g k + t * d k) = ∑ k, w k * g k + t * ∑ k, w k * d k := by
      rw [mul_sum, ← sum_add_distrib]
      exact sum_congr rfl fun k _ => by ring
    have h := hmin (fun k => g k + t * d k)
      ⟨fun k => ⟨(ht k).1.le, (ht k).2.le⟩, by rw [hs, hd, mul_zero, add_zero]⟩
    simpa only [zero_mul, add_zero] using h
  exact hloc.hasDerivAt_eq_zero hF
```

Shift the occupations to g_i + t d_i with Σ_i w_i d_i = 0. The number is unchanged, and for small t of either sign all occupations stay between 0 and 1. Since M′(x) = log x − log(1 − x), the derivative of F at t = 0 is

Σ_i w_i d_i λ_i

where λ_i is the local level of g_i. At a minimum it must vanish. In Lean, `hF` is the derivative, `hev` keeps the occupations in range, and `hloc` is the local minimum.

```lean
/-- For `β > 0` and positive weights, occupations strictly between 0 and 1 that minimise the
free energy at fixed weighted particle number are Fermi-Dirac with one common `μ`. -/
theorem minimiser_has_common_level {β : ℝ} (hβ : 0 < β) (w e g : ι → ℝ)
    (hw : ∀ i, 0 < w i) (hg : ∀ i, 0 < g i ∧ g i < 1)
    (hmin : ∀ h ∈ admissible w (∑ i, w i * g i),
      freeEnergy β w e g ≤ freeEnergy β w e h) :
    ∃ μ, ∀ i, g i = fermi β μ (e i) := by
  rcases isEmpty_or_nonempty ι with hι | hι
  · exact ⟨0, fun i => isEmptyElim i⟩
  have hW : 0 < ∑ i, w i := sum_pos (fun i _ => hw i) univ_nonempty
  -- the weighted mean of the local levels is the candidate for the common level
  obtain ⟨m, hm⟩ : ∃ m, (∑ i, w i) * m = ∑ i, w i * localLevel β (e i) (g i) :=
    ⟨_, mul_div_cancel₀ _ hW.ne'⟩
  have hd : ∑ i, w i * (localLevel β (e i) (g i) - m) = 0 := by
    simp only [mul_sub, sum_sub_distrib]
    rw [← sum_mul, hm, sub_self]
  have hst := transfer_stationary w e g (fun i => localLevel β (e i) (g i) - m) hg hmin hd
  have hsq : ∑ i, w i * (localLevel β (e i) (g i) - m) ^ 2 = 0 := by
    have h : ∑ i, w i * (localLevel β (e i) (g i) - m) ^ 2
        = ∑ i, w i * (localLevel β (e i) (g i) - m) * localLevel β (e i) (g i)
          - m * ∑ i, w i * (localLevel β (e i) (g i) - m) := by
      rw [mul_sum, ← sum_sub_distrib]
      exact sum_congr rfl fun i _ => by ring
    rw [h, hst, hd, mul_zero, sub_zero]
  refine ⟨m, fun i => ?_⟩
  have hi := (sum_eq_zero_iff_of_nonneg
    (fun i _ => mul_nonneg (hw i).le (sq_nonneg _))).1 hsq i (mem_univ i)
  have hz : localLevel β (e i) (g i) - m = 0 :=
    pow_eq_zero_iff two_ne_zero |>.1 ((mul_eq_zero.1 hi).resolve_left (hw i).ne')
  rw [← sub_eq_zero.1 hz, fermi_localLevel hβ (e i) (hg i).1 (hg i).2]

end

end CommonFermiLevel
```

Let m be the weighted mean of the λ_i and choose d_i = λ_i − m, which conserves the number. Stationarity gives Σ_i w_i d_i λ_i = 0, and subtracting m Σ_i w_i d_i = 0 leaves

Σ_i w_i (λ_i − m)² = 0

With positive weights every λ_i equals m, and `fermi_localLevel` turns this into g_i = f_i at μ = m. If there are no levels, any μ serves.

That the minimiser is strictly between 0 and 1 is assumed. If occupations of exactly 0 were allowed, the conclusion could fail: with at least one level and N = 0, the only admissible state is empty, and no finite μ produces it.

```lean
#print axioms CommonFermiLevel.common_level_unique_minimiser
-- 'CommonFermiLevel.common_level_unique_minimiser' depends on axioms: [propext, Classical.choice, Quot.sound]
#print axioms CommonFermiLevel.fragments_above_common_level
-- 'CommonFermiLevel.fragments_above_common_level' depends on axioms: [propext, Classical.choice, Quot.sound]
#print axioms CommonFermiLevel.minimiser_has_common_level
-- 'CommonFermiLevel.minimiser_has_common_level' depends on axioms: [propext, Classical.choice, Quot.sound]
```

## A reservoir in place of a fixed mean number

The statement could also have been modelled with a reservoir at given μ, minimising F(g) − μ Σ_i w_i g_i over all occupations in [0,1]. The constraint `hN` would disappear, because the μ term moves to the left side of the excess formula, and states of different mean electron number could be compared. The common level would then be an input, whereas at fixed mean number it emerges from the minimisation.
